# Mean and random time increments in n-step kinetic Monte Carlo: equal mean times and the exact variance difference

After each event, a kinetic Monte Carlo code can advance its clock by a random exponential waiting time or by the mean of that waiting time, the inverse of the total escape rate. If it uses the mean, the total times of repeated runs with the same number $n$ of steps can be averaged as they stand, but their scatter must be corrected before it is quoted as the spread of the physical time. The problems below derive both statements for a finite set of possible paths.

## Paths, waiting times and two clocks

A path $w$ is the sequence of states visited in one run. It occurs with probability $p_w$, and $K_{w,i}>0$ is the total escape rate from the state that is left at step $i=0,\dots,n-1$. Given the path, the waiting times $\tau_i$ are independent and exponential with rates $K_{w,i}$. A Markov jump process with time-independent rates has this structure; here it is assumed, and the $p_w$ are not derived from a rate catalogue. Runs stopped at a fixed time or at a first passage can differ in their number of steps and need a separate argument.

```lean
import Mathlib

open MeasureTheory ProbabilityTheory Set

namespace KineticMonteCarloClock

noncomputable section
```

The law of one waiting time has density $k e^{-kt}$ on $t>0$.

```lean
/-- The exponential waiting-time law with escape rate `k > 0`: density `k exp (-k t)` on
`t > 0`. -/
def expLaw (k : ℝ) : Measure ℝ :=
  (volume.restrict (Ioi 0)).withDensity fun t => ENNReal.ofReal (k * Real.exp (-(k * t)))
```

For a fixed path with rates $k_i$, the waiting times follow the product of these laws, which expresses their independence. The index type `Fin n` runs from $0$ to $n-1$.

```lean
/-- The joint law of independent exponential waiting times with positive rates `k i`. -/
def waitingLaw {n : ℕ} (k : Fin n → ℝ) : Measure (Fin n → ℝ) :=
  Measure.pi fun i => expLaw (k i)
```

The joint law of path and waiting times is a mixture over paths. The letter `W` denotes the finite set of paths, not a matrix of transition rates.

```lean
/-- The joint law of path and waiting times: path `w` is drawn with probability `p w`, and given `w`
the waiting times are independent and exponential with positive rates `K w i`. -/
def pathLaw {W : Type*} [Fintype W] [MeasurableSpace W] {n : ℕ}
    (p : W → ℝ) (K : W → Fin n → ℝ) : Measure (W × (Fin n → ℝ)) :=
  ∑ w, ENNReal.ofReal (p w) • (waitingLaw (K w)).map (fun τ => (w, τ))
```

Both clocks are functions on this one probability space. The random clock is $T=\sum_i\tau_i$.

```lean
/-- The total time of a path when the random waiting times are added up. -/
def randomClock {W : Type*} {n : ℕ} (x : W × (Fin n → ℝ)) : ℝ := ∑ i, x.2 i
```

The mean-increment clock is $X=\sum_i 1/K_{w,i}$, which depends on the path alone.

```lean
/-- The total time of a path when each step advances the clock by `1 / K w i`, for nonzero
rates. -/
def meanClock {W : Type*} {n : ℕ} (K : W → Fin n → ℝ) (x : W × (Fin n → ℝ)) : ℝ :=
  ∑ i, 1 / K x.1 i
```

Below, $\langle\cdot\rangle$ is the integral over the joint law, which is an average when the $p_w$ sum to 1 (parts (d) and (e) hold without this condition), and $\langle\cdot\rangle_k$ is an average over the waiting times of one path with rates $k_i$.

## (a) Moments of one waiting time

Show that for $k>0$ and $m=0,1,2,\dots$
$$\int_0^\infty t^m\,k e^{-kt}\,dt=\frac{m!}{k^m}.$$

**Solution.** Substitute $s=kt$. The integral becomes $k^{-m}\int_0^\infty s^m e^{-s}\,ds=k^{-m}\,\Gamma(m+1)=m!/k^m$.

`expLaw_moment` states this value together with integrability. The proof moves the density into the integrand and applies Mathlib's Gamma integral. Integrability then follows because the value is nonzero, whereas Mathlib assigns the value zero to the integral of a non-integrable function.

```lean
/-- For a positive rate `k`, the `m`-th moment of the exponential waiting time is finite and
equals `m! / k ^ m`. -/
theorem expLaw_moment {k : ℝ} (hk : 0 < k) (m : ℕ) :
    Integrable (fun t => t ^ m) (expLaw k) ∧
      ∫ t, t ^ m ∂expLaw k = (m.factorial : ℝ) / k ^ m := by
  have hm : Measurable (fun t : ℝ => Real.toNNReal (k * Real.exp (-(k * t)))) :=
    (by fun_prop : Measurable fun t : ℝ => k * Real.exp (-(k * t))).real_toNNReal
  -- the moment is a Gamma integral
  have h := Real.integral_rpow_mul_exp_neg_mul_Ioi (a := (m : ℝ) + 1) (by positivity) hk
  have e : (1 / k) ^ ((m : ℝ) + 1) = (1 / k) ^ (m + 1) := by
    exact_mod_cast Real.rpow_natCast (1 / k) (m + 1)
  rw [Real.Gamma_nat_eq_factorial, add_sub_cancel_right, e] at h
  simp only [Real.rpow_natCast] at h
  have hval : ∫ t, t ^ m ∂expLaw k = (m.factorial : ℝ) / k ^ m := by
    calc ∫ t, t ^ m ∂expLaw k
        = ∫ t in Ioi (0 : ℝ), k * (t ^ m * Real.exp (-(k * t))) := by
          refine (integral_withDensity_eq_integral_smul hm _).trans ?_
          congr 1
          ext t
          rw [NNReal.smul_def, Real.coe_toNNReal _ (by positivity), smul_eq_mul]
          ring
      _ = (m.factorial : ℝ) / k ^ m := by
          rw [integral_const_mul, h, one_div, inv_pow, pow_succ]
          field_simp
  refine ⟨Integrable.of_integral_ne_zero ?_, hval⟩
  rw [hval]
  positivity
```

## (b) Normalisation of the exponential law

Show that for $k>0$
$$\int_0^\infty k e^{-kt}\,dt=1.$$

**Solution.** This is part (a) with $m=0$, since $0!/k^0=1$.

In Lean the integral of the constant 1 is the total mass as a real number, and the last line converts this into `IsProbabilityMeasure`.

```lean
/-- For a positive rate the exponential waiting-time law is normalised. -/
theorem expLaw_isProbability {k : ℝ} (hk : 0 < k) : IsProbabilityMeasure (expLaw k) := by
  have h := (expLaw_moment hk 0).2
  simp only [pow_zero, integral_const, smul_eq_mul, mul_one, Nat.factorial_zero,
    Nat.cast_one, div_one] at h
  exact ⟨(ENNReal.toReal_eq_one_iff _).1 h⟩
```

## (c) Total time along a fixed path

Let $S=\sum_i\tau_i$ for a path with rates $k_i>0$. Show that for every constant $c$
$$\langle S\rangle_k=\sum_i\frac1{k_i},\qquad \langle (S-c)^2\rangle_k=\sum_i\frac1{k_i^2}+\Big(\sum_i\frac1{k_i}-c\Big)^2.$$

**Solution.** Part (a) with $m=1$ gives $\langle\tau_i\rangle_k=1/k_i$, and the mean of $S$ follows by linearity. With $m=2$, each waiting time has variance $2/k_i^2-1/k_i^2=1/k_i^2$. Independence removes the covariances, so $S$ has variance $\sum_i 1/k_i^2$. Now put $\mu=\langle S\rangle_k$ and write $S-c=(S-\mu)+(\mu-c)$. On squaring and averaging, the cross term $2(\mu-c)\langle S-\mu\rangle_k$ vanishes, which leaves the variance plus $(\mu-c)^2$.

The theorem also states that both integrals converge. In the proof, `MemLp` with exponent 2 records square-integrability, and `variance_sum_pi` adds the variances. The shift by $c$ is handled by writing the variance of $S-c$ as its mean square minus its squared mean.

```lean
/-- Along one path with positive rates, the total waiting time has mean `∑ 1 / k i`, and its
mean squared deviation from any constant `c` is `∑ 1 / k i ^ 2 + (∑ 1 / k i - c) ^ 2`; both
integrals converge. -/
theorem waitingLaw_total {n : ℕ} {k : Fin n → ℝ} (hk : ∀ i, 0 < k i) :
    (Integrable (fun τ => ∑ i, τ i) (waitingLaw k) ∧
      ∫ τ, ∑ i, τ i ∂waitingLaw k = ∑ i, 1 / k i) ∧
    ∀ c : ℝ, Integrable (fun τ => (∑ i, τ i - c) ^ 2) (waitingLaw k) ∧
      ∫ τ, (∑ i, τ i - c) ^ 2 ∂waitingLaw k =
        ∑ i, 1 / k i ^ 2 + (∑ i, 1 / k i - c) ^ 2 := by
  have : ∀ i, IsProbabilityMeasure (expLaw (k i)) := fun i => expLaw_isProbability (hk i)
  have : IsProbabilityMeasure (waitingLaw k) := by unfold waitingLaw; infer_instance
  have h1 : ∀ i, ∫ t, t ∂expLaw (k i) = 1 / k i := fun i => by
    simpa using (expLaw_moment (hk i) 1).2
  have hL : ∀ i, MemLp (fun t : ℝ => t) 2 (expLaw (k i)) := fun i =>
    (memLp_two_iff_integrable_sq measurable_id.aestronglyMeasurable).2
      (expLaw_moment (hk i) 2).1
  have hv : ∀ i, Var[fun t : ℝ => t; expLaw (k i)] = 1 / k i ^ 2 := fun i => by
    have h : Var[fun t : ℝ => t; expLaw (k i)] =
      (∫ t, t ^ 2 ∂expLaw (k i)) - (∫ t, t ∂expLaw (k i)) ^ 2 := variance_eq_sub (hL i)
    rw [h, h1, (expLaw_moment (hk i) 2).2, Nat.factorial_two]
    push_cast
    ring
  have hev : ∀ i, MeasurePreserving (Function.eval i) (waitingLaw k) (expLaw (k i)) :=
    fun i => measurePreserving_eval (fun i => expLaw (k i)) i
  have hLi : ∀ i, MemLp (fun τ : Fin n → ℝ => τ i) 2 (waitingLaw k) := fun i =>
    (hL i).comp_measurePreserving (hev i)
  have hS : MemLp (fun τ : Fin n → ℝ => ∑ i, τ i) 2 (waitingLaw k) :=
    memLp_finsetSum _ fun i _ => hLi i
  have hmean : ∫ τ, ∑ i, τ i ∂waitingLaw k = ∑ i, 1 / k i := by
    rw [integral_finsetSum _ fun i _ => (hLi i).integrable one_le_two]
    refine Finset.sum_congr rfl fun i _ => ?_
    have h := integral_map (μ := waitingLaw k) (hev i).measurable.aemeasurable
      (f := fun t : ℝ => t) measurable_id.aestronglyMeasurable
    rw [(hev i).map_eq, h1] at h
    exact h.symm
  -- variances of independent waiting times add
  have hvar : Var[fun τ : Fin n → ℝ => ∑ i, τ i; waitingLaw k] = ∑ i, 1 / k i ^ 2 := by
    have h := variance_sum_pi (μ := fun i => expLaw (k i)) (X := fun _ t => t) hL
    have e : (∑ i, fun τ : Fin n → ℝ => τ i) = fun τ => ∑ i, τ i := by
      ext τ
      simp [Finset.sum_apply]
    rw [e] at h
    exact h.trans (Finset.sum_congr rfl fun i _ => hv i)
  refine ⟨⟨hS.integrable one_le_two, hmean⟩, fun c => ?_⟩
  have hY : MemLp (fun τ : Fin n → ℝ => ∑ i, τ i - c) 2 (waitingLaw k) :=
    hS.sub (memLp_const c)
  have h : Var[fun τ : Fin n → ℝ => ∑ i, τ i - c; waitingLaw k] =
    (∫ τ, (∑ i, τ i - c) ^ 2 ∂waitingLaw k) - (∫ τ, (∑ i, τ i - c) ∂waitingLaw k) ^ 2 :=
    variance_eq_sub hY
  have hm : ∫ τ, (∑ i, τ i - c) ∂waitingLaw k = ∑ i, 1 / k i - c := by
    rw [integral_sub (hS.integrable one_le_two) (integrable_const c), hmean]
    simp
  rw [variance_sub_const hS.aestronglyMeasurable, hvar, hm] at h
  exact ⟨hY.integrable_sq, by linarith⟩
```

## (d) Averages over paths and waiting times

Let $g(w,\tau)$ be measurable and integrable over the waiting times of every path, and let $p_w\ge0$. Show that
$$\langle g\rangle=\sum_w p_w\,\langle g(w,\cdot)\rangle_{K_w}.$$

**Solution.** The joint law is a finite sum of measures. The term with label $w$ has weight $p_w$, keeps the path fixed at $w$ and distributes $\tau$ with rates $K_{w,i}$. An integral is linear in the measure, so each term contributes $p_w\langle g(w,\cdot)\rangle_{K_w}$.

The proof splits the integral with `integral_finsetSum_measure`, takes out the weight, and uses `integral_map` to return to an integral over $\tau$.

```lean
variable {W : Type*} [Fintype W] [MeasurableSpace W] {n : ℕ}
  {p : W → ℝ} {K : W → Fin n → ℝ}

/-- For nonnegative path weights, the average of a measurable quantity that is integrable along
every path is the weighted sum of its averages over the waiting times. -/
theorem integral_pathLaw (hp : ∀ w, 0 ≤ p w) {g : W × (Fin n → ℝ) → ℝ} (hg : Measurable g)
    (hi : ∀ w, Integrable (fun τ => g (w, τ)) (waitingLaw (K w))) :
    ∫ x, g x ∂pathLaw p K = ∑ w, p w * ∫ τ, g (w, τ) ∂waitingLaw (K w) := by
  have hm (w : W) : Measurable (fun τ : Fin n → ℝ => (w, τ)) := measurable_prodMk_left
  unfold pathLaw
  rw [integral_finsetSum_measure]
  · refine Finset.sum_congr rfl fun w _ => ?_
    rw [integral_smul_measure, integral_map (hm w).aemeasurable hg.aestronglyMeasurable,
      ENNReal.toReal_ofReal (hp w), smul_eq_mul]
  · intro w _
    exact Integrable.smul_measure ((integrable_map_measure hg.aestronglyMeasurable
      (hm w).aemeasurable).2 (hi w)) ENNReal.ofReal_ne_top
```

## (e) Quantities fixed by the path

Show that for $p_w\ge0$, positive rates and any real function $f$ of the path
$$\langle f\rangle=\sum_w p_w f(w).$$

**Solution.** In part (d) the inner average is that of the constant $f(w)$. By part (b) each waiting-time law is normalised, hence so is their product, and the inner average equals $f(w)$.

The assumption `DiscreteMeasurableSpace W` says that every set of paths is an event, so every $f$ is measurable.

```lean
variable [DiscreteMeasurableSpace W]

/-- For nonnegative path weights and positive rates, a quantity `f` that depends on the path
alone has average `∑ p w * f w`. -/
theorem integral_path_observable (hp : ∀ w, 0 ≤ p w) (hK : ∀ w i, 0 < K w i) (f : W → ℝ) :
    ∫ x, f x.1 ∂pathLaw p K = ∑ w, p w * f w := by
  have : ∀ w, IsProbabilityMeasure (waitingLaw (K w)) := fun w => by
    have : ∀ i, IsProbabilityMeasure (expLaw (K w i)) :=
      fun i => expLaw_isProbability (hK w i)
    unfold waitingLaw
    infer_instance
  refine (integral_pathLaw hp (g := fun x => f x.1)
    ((Measurable.of_discrete (f := f)).comp measurable_fst)
    fun w => integrable_const (f w)).trans ?_
  simp
```

## (f) Normalisation of the joint law

Let the $p_w$ be probabilities, that is $p_w\ge 0$ and $\sum_w p_w=1$. Show that
$$\langle 1\rangle=1.$$

**Solution.** Take $f=1$ in part (e); the average is $\sum_w p_w=1$.

The hypothesis `p ∈ stdSimplex ℝ W` contains both conditions on $p$: `hp.1` is nonnegativity and `hp.2` is the sum.

```lean
/-- For path probabilities `p` and positive rates, the joint law of path and waiting times is
normalised. -/
theorem pathLaw_isProbability (hp : p ∈ stdSimplex ℝ W) (hK : ∀ w i, 0 < K w i) :
    IsProbabilityMeasure (pathLaw p K) := by
  have h := integral_path_observable hp.1 hK fun _ => 1
  simp only [integral_const, smul_eq_mul, mul_one, hp.2] at h
  exact ⟨(ENNReal.toReal_eq_one_iff _).1 h⟩
```

## (g) Equal mean times

Show that for path probabilities $p_w$ and positive rates
$$\langle T\rangle=\langle X\rangle=\sum_w p_w\sum_i\frac1{K_{w,i}}.$$

**Solution.** For $T$, part (d) reduces the average to averages along single paths, and part (c) gives each of them as $\sum_i1/K_{w,i}$. For $X$, apply part (e) with $f(w)=\sum_i1/K_{w,i}$.

The two halves of `clock_means` are these two computations.

```lean
/-- For path probabilities `p` and positive rates, the random clock and the mean-increment clock
have the same mean, `∑ p w ∑ 1 / K w i`. -/
theorem clock_means (hp : p ∈ stdSimplex ℝ W) (hK : ∀ w i, 0 < K w i) :
    ∫ x, randomClock x ∂pathLaw p K = ∑ w, p w * ∑ i, 1 / K w i ∧
      ∫ x, meanClock K x ∂pathLaw p K = ∑ w, p w * ∑ i, 1 / K w i := by
  refine ⟨?_, integral_path_observable hp.1 hK fun w => ∑ i, 1 / K w i⟩
  have hT : Measurable (fun x : W × (Fin n → ℝ) => ∑ i, x.2 i) := by fun_prop
  refine (integral_pathLaw hp.1 hT fun w => (waitingLaw_total (hK w)).1.1).trans ?_
  exact Finset.sum_congr rfl fun w _ => congrArg (p w * ·) (waitingLaw_total (hK w)).1.2
```

## (h) The variance removed by mean increments

Under the same assumptions, show that
$$\operatorname{Var}T=\operatorname{Var}X+\sum_w p_w\sum_i\frac1{K_{w,i}^2}.$$

**Solution.** Let $m$ be the common mean from part (g) and $x_w=\sum_i1/K_{w,i}$. Parts (d) and (c), with $c=m$, give
$$\operatorname{Var}T=\langle(T-m)^2\rangle=\sum_w p_w\Big[\sum_i\frac1{K_{w,i}^2}+(x_w-m)^2\Big].$$
By part (e), $\sum_w p_w(x_w-m)^2=\langle(X-m)^2\rangle=\operatorname{Var}X$, which proves the identity.

The mean-increment clock keeps the scatter between paths and loses the scatter of the waiting times within each path. A code that uses it can accumulate $\sum_i1/K_{w,i}^2$ during each run; the average over runs estimates the missing variance.

In the proof, `generalize` replaces the common mean by `m`, and `iT` and `iX` are the two mean squared deviations above.

```lean
/-- For path probabilities `p` and positive rates, replacing every random waiting time by its
mean lowers the variance of the total time by exactly `∑ p w ∑ 1 / K w i ^ 2`. -/
theorem clock_variance (hp : p ∈ stdSimplex ℝ W) (hK : ∀ w i, 0 < K w i) :
    Var[randomClock; pathLaw p K] =
      Var[meanClock K; pathLaw p K] + ∑ w, p w * ∑ i, 1 / K w i ^ 2 := by
  have hT : Measurable (fun x : W × (Fin n → ℝ) => ∑ i, x.2 i) := by fun_prop
  have hX : Measurable (meanClock K) :=
    (Measurable.of_discrete (f := fun w => ∑ i, 1 / K w i)).comp measurable_fst
  have vT : Var[randomClock; pathLaw p K] = ∫ x, (randomClock x -
    ∫ y, randomClock y ∂pathLaw p K) ^ 2 ∂pathLaw p K := variance_eq_integral hT.aemeasurable
  have vX : Var[meanClock K; pathLaw p K] = ∫ x, (meanClock K x -
    ∫ y, meanClock K y ∂pathLaw p K) ^ 2 ∂pathLaw p K := variance_eq_integral hX.aemeasurable
  rw [vT, vX, (clock_means hp hK).1, (clock_means hp hK).2]
  generalize ∑ w, p w * ∑ i, 1 / K w i = m
  -- both deviations are taken from the common mean `m`
  have iT : ∫ x, (randomClock x - m) ^ 2 ∂pathLaw p K =
      ∑ w, p w * (∑ i, 1 / K w i ^ 2 + (∑ i, 1 / K w i - m) ^ 2) := by
    refine (integral_pathLaw hp.1 ((hT.sub_const m).pow_const 2)
      fun w => ((waitingLaw_total (hK w)).2 m).1).trans ?_
    exact Finset.sum_congr rfl fun w _ =>
      congrArg (p w * ·) ((waitingLaw_total (hK w)).2 m).2
  have iX : ∫ x, (meanClock K x - m) ^ 2 ∂pathLaw p K =
      ∑ w, p w * (∑ i, 1 / K w i - m) ^ 2 :=
    integral_path_observable hp.1 hK fun w => (∑ i, 1 / K w i - m) ^ 2
  rw [iT, iX, ← Finset.sum_add_distrib]
  exact Finset.sum_congr rfl fun w _ => by ring
```

## (i) Uniform escape rate

Let every escape rate equal $\kappa>0$. Show that
$$\operatorname{Var}X=0,\qquad \operatorname{Var}T=\frac{n}{\kappa^2}.$$

**Solution.** Every path now has $X=n/\kappa$, so $X$ does not fluctuate. Part (h) gives $\operatorname{Var}T=0+\sum_w p_w\,n/\kappa^2=n/\kappa^2$. For $n\ge1$ the mean-increment clock therefore misses all of the scatter in the total time.

The Lean proof computes the first variance from the mean in part (g) and inserts it into `clock_variance`.

```lean
/-- For path probabilities `p` on `n`-step paths whose escape rates all equal `κ > 0`, the
mean-increment clock has variance zero, while the random clock has variance `n / κ ^ 2`. -/
theorem uniform_rate_variance (hp : p ∈ stdSimplex ℝ W) {κ : ℝ} (hκ : 0 < κ) :
    Var[meanClock (fun _ _ => κ); pathLaw p (fun _ (_ : Fin n) => κ)] = 0 ∧
      Var[randomClock; pathLaw p (fun _ (_ : Fin n) => κ)] = n / κ ^ 2 := by
  have hK : ∀ (w : W) (i : Fin n), 0 < (fun (_ : W) (_ : Fin n) => κ) w i := fun _ _ => hκ
  have h0 : Var[meanClock (fun _ _ => κ); pathLaw p (fun _ (_ : Fin n) => κ)] = 0 := by
    have hX : Measurable (meanClock (fun (_ : W) (_ : Fin n) => κ)) := measurable_const
    rw [variance_eq_integral hX.aemeasurable, (clock_means hp hK).2, ← Finset.sum_mul,
      hp.2, one_mul]
    simp [meanClock]
  refine ⟨h0, ?_⟩
  rw [clock_variance hp hK, h0, ← Finset.sum_mul, hp.2]
  simp [div_eq_mul_inv]

end

end KineticMonteCarloClock
```

```lean
#print axioms KineticMonteCarloClock.pathLaw_isProbability
#print axioms KineticMonteCarloClock.uniform_rate_variance
```

```
'KineticMonteCarloClock.pathLaw_isProbability' depends on axioms: [propext, Classical.choice, Quot.sound]
'KineticMonteCarloClock.uniform_rate_variance' depends on axioms: [propext, Classical.choice, Quot.sound]
```
